# Clipping the local energy to within c of its mean shifts the mean by at most s²/(4c)

Take a local energy with two possible values: \(E+3\) with probability \(1/4\) and \(E-1\) with probability \(3/4\), in some unit of energy. The mean is \(E\) and the variance is \(s^2=\tfrac14\cdot 9+\tfrac34\cdot 1=3\). Now truncate to the window from \(E-1\) to \(E+1\), so that the half-width is \(c=1\). The lower value stays where it is and the upper one drops by 2, so the mean falls by \(\tfrac14\cdot 2=\tfrac12\). The bound \(s^2/(4c)\) allows \(3/4\). A sharper bound, \((\sqrt{c^2+s^2}-c)/2\), gives exactly \(1/2\).

Both bounds hold for every real local energy on a finite probability space, provided that the window is centred on the exact mean. For variational Monte Carlo, they limit the bias from clipping local energies on a finite set of configurations whose probabilities the clipping leaves unchanged.

## Configurations, mean and cutoff

```lean
import Mathlib

open Finset

namespace LocalEnergyCutoff

noncomputable section

variable {ι : Type*} [Fintype ι]
```

The type `ι` is the set of configurations, and `Fintype ι` says that it is finite. Mathlib supplies the real numbers, finite sums and square roots.

```lean
/-- Mean of the local energy `X` over configurations with probabilities `w`. -/
def mean (w X : ι → ℝ) : ℝ := ∑ i, w i * X i
```

A function `w : ι → ℝ` assigns a weight \(w_i\) to each configuration \(i\), and `X` assigns it a local energy \(X_i\). In variational Monte Carlo this is the value of \((H\psi)/\psi\) at the configuration, where \(H\) is the Hamiltonian and \(\psi\) the trial wave function. The definition reads \(E=\sum_i w_iX_i\). It does not itself require the weights to be probabilities; the theorems assume this where they need it.

```lean
/-- Variance of the local energy `X` over configurations with probabilities `w`. -/
def variance (w X : ι → ℝ) : ℝ := ∑ i, w i * (X i - mean w X) ^ 2
```

This is \(s^2=\sum_i w_i(X_i-E)^2\), the population variance, without the \(N/(N-1)\) correction used for samples.

```lean
/-- The cutoff: an energy `x` is truncated to the window from `E - c` to `E + c`. -/
def clip (E c x : ℝ) : ℝ := max (E - c) (min (E + c) x)
```

An energy inside the window is unchanged, and one outside is moved to the nearer edge.

```lean
/-- The change of the mean local energy caused by a cutoff of half-width `c` around the mean. -/
def cutoffBias (w X : ι → ℝ) (c : ℝ) : ℝ :=
  mean w (fun i => clip (mean w X) c (X i)) - mean w X
```

The bias is the clipped mean minus the original mean, so it is negative when the cutoff lowers the energy. The centre of the window is `mean w X` itself, not a separate estimate.

## A parabola above the removed energy

```lean
/-- The energy removed at the upper edge of the window lies below a parabola. -/
theorem sub_clip_le (E c x : ℝ) {r : ℝ} (hr : 0 < r) :
    x - clip E c x ≤ (1 * (x - E) + (r - c)) ^ 2 / (4 * r) := by
  have h1 : min (E + c) x ≤ clip E c x := le_max_right _ _
  rw [le_div_iff₀ (by positivity)]
  rcases le_total x (E + c) with h | h
  · rw [min_eq_right h] at h1
    nlinarith [sq_nonneg (1 * (x - E) + (r - c)), mul_nonneg hr.le (sub_nonneg.2 h1)]
  · rw [min_eq_left h] at h1
    nlinarith [sq_nonneg (x - E - c - r), mul_nonneg hr.le (sub_nonneg.2 h1)]
```

A theorem in Lean lists its variables and hypotheses, then a colon and the claim; the proof follows `:=`, and `by` opens a proof written as a list of commands. Here the claim is that, for any \(r>0\),
\[
x-\mathrm{clip}(x)\le\frac{(x-E-c+r)^2}{4r}.
\]
If \(x\le E+c\), clipping does not lower \(x\), so the left side is at most zero and the right side is at least zero. If \(x\ge E+c\), put \(d=x-E-c\). At most \(d\) is removed, and
\[
(d+r)^2-4rd=(d-r)^2\ge 0 .
\]
The command `rcases` splits the proof into these two cases. In each, `nlinarith` finishes the inequality from the squares and products it is given. The factor `1 *` gives the expression the form needed for averaging later.

```lean
/-- The energy added at the lower edge of the window lies below the mirrored parabola. -/
theorem clip_sub_le (E c x : ℝ) {r : ℝ} (hr : 0 < r) :
    clip E c x - x ≤ ((-1) * (x - E) + (r - c)) ^ 2 / (4 * r) := by
  rw [le_div_iff₀ (by positivity)]
  rcases le_total x (E - c) with h | h
  · have h1 : clip E c x ≤ E - c := max_le le_rfl ((min_le_right _ _).trans h)
    nlinarith [sq_nonneg (E - x - c - r), mul_nonneg hr.le (sub_nonneg.2 h1)]
  · have h1 : clip E c x ≤ x := max_le h (min_le_right _ _)
    nlinarith [sq_nonneg ((-1) * (x - E) + (r - c)), mul_nonneg hr.le (sub_nonneg.2 h1)]
```

The lower edge is the mirror image. For \(x\le E-c\), put \(u=E-c-x\); at most \(u\) is added, and \((u+r)^2\ge 4ru\). Otherwise clipping does not raise \(x\), and the bound is immediate.

## Averaging the parabola

```lean
/-- The mean square of an affine function of the energy deviation, in terms of the variance. -/
theorem mean_affine_sq (w X : ι → ℝ) (hw : ∑ i, w i = 1) (a b : ℝ) :
    ∑ i, w i * (a * (X i - mean w X) + b) ^ 2 = a ^ 2 * variance w X + b ^ 2 := by
  -- the deviations average to zero
  have h0 : ∑ i, w i * (X i - mean w X) = 0 := by
    simp only [mul_sub, Finset.sum_sub_distrib, ← Finset.sum_mul, hw, one_mul]
    exact sub_self _
  have h1 : ∑ i, w i * (a * (X i - mean w X) + b) ^ 2
      = a ^ 2 * variance w X + 2 * a * b * ∑ i, w i * (X i - mean w X)
        + b ^ 2 * ∑ i, w i := by
    unfold variance
    simp only [Finset.mul_sum, ← Finset.sum_add_distrib]
    exact Finset.sum_congr rfl fun i _ => by ring
  rw [h1, h0, hw]
  ring
```

The hypothesis `hw` says that the weights sum to one. Expanding the square gives
\[
\sum_i w_i\bigl(a(X_i-E)+b\bigr)^2
=a^2s^2+2ab\sum_i w_i(X_i-E)+b^2\sum_i w_i .
\]
The middle sum is \(E-E=0\) and the last is 1, which leaves \(a^2s^2+b^2\). In the proof, `h0` is the vanishing middle sum and `h1` is the expansion.

```lean
/-- The variance of the local energy is nonnegative. -/
theorem variance_nonneg (w X : ι → ℝ) (hw0 : ∀ i, 0 ≤ w i) : 0 ≤ variance w X :=
  Finset.sum_nonneg fun i _ => mul_nonneg (hw0 i) (sq_nonneg _)
```

With nonnegative weights, the variance is a sum of nonnegative terms.

```lean
/-- A cutoff of half-width `c` around the mean changes the mean local energy by at most
`(√(c² + s²) - c) / 2`, where `s²` is the variance. -/
theorem abs_cutoffBias_le (w X : ι → ℝ) (hw0 : ∀ i, 0 ≤ w i) (hw : ∑ i, w i = 1)
    {c : ℝ} (hc : 0 < c) :
    |cutoffBias w X c| ≤ (√(c ^ 2 + variance w X) - c) / 2 := by
  have hv := variance_nonneg w X hw0
  have hpos : 0 < c ^ 2 + variance w X := by positivity
  obtain ⟨r, hrd⟩ : ∃ r, r = √(c ^ 2 + variance w X) := ⟨_, rfl⟩
  have hr : 0 < r := hrd ▸ Real.sqrt_pos.2 hpos
  have hr2 : r ^ 2 = c ^ 2 + variance w X := by rw [hrd, Real.sq_sqrt hpos.le]
  rw [← hrd]
  -- with this choice of `r` both parabolas average to the claimed bound
  have key : ∀ a : ℝ, a ^ 2 = 1 →
      ∑ i, w i * ((a * (X i - mean w X) + (r - c)) ^ 2 / (4 * r)) = (r - c) / 2 := by
    intro a ha
    simp only [← mul_div_assoc]
    rw [← Finset.sum_div, mean_affine_sq w X hw,
      div_eq_div_iff (by positivity) (by norm_num)]
    linear_combination 2 * variance w X * ha - 2 * hr2
  have up : ∑ i, w i * (X i - clip (mean w X) c (X i)) ≤ (r - c) / 2 := by
    rw [← key 1 (by norm_num)]
    exact Finset.sum_le_sum fun i _ =>
      mul_le_mul_of_nonneg_left (sub_clip_le _ _ _ hr) (hw0 i)
  have lo : ∑ i, w i * (clip (mean w X) c (X i) - X i) ≤ (r - c) / 2 := by
    rw [← key (-1) (by norm_num)]
    exact Finset.sum_le_sum fun i _ =>
      mul_le_mul_of_nonneg_left (clip_sub_le _ _ _ hr) (hw0 i)
  simp only [mul_sub, Finset.sum_sub_distrib] at up lo
  unfold cutoffBias
  rw [abs_le]
  constructor
  · change _ ≤ (∑ i, w i * clip (mean w X) c (X i)) - ∑ i, w i * X i
    linarith
  · exact lo
```

This is the sharper bound. Its hypotheses are nonnegative weights, total weight one and \(c>0\). Choose \(r=\sqrt{c^2+s^2}\), so that \(s^2=r^2-c^2\). By the averaging formula with \(a=\pm1\) and \(b=r-c\), either parabola has mean
\[
\frac{s^2+(r-c)^2}{4r}
=\frac{(r-c)(r+c)+(r-c)^2}{4r}
=\frac{(r-c)\,2r}{4r}
=\frac{r-c}{2}.
\]
Multiplying the pointwise inequalities by \(w_i\ge 0\) and summing bounds both \(E-\sum_i w_i\,\mathrm{clip}(X_i)\) and its negative by \((r-c)/2\). Together these bound the absolute value.

The Lean proof has the same parts. The statement `key` computes the mean of the parabola for both signs at once, `up` and `lo` are the two averaged inequalities, and `abs_le` turns the absolute value into two one-sided bounds.

```lean
/-- A cutoff of half-width `c` around the mean changes the mean local energy by at most
the variance divided by `4 c`. -/
theorem abs_cutoffBias_le_variance_div (w X : ι → ℝ) (hw0 : ∀ i, 0 ≤ w i)
    (hw : ∑ i, w i = 1) {c : ℝ} (hc : 0 < c) :
    |cutoffBias w X c| ≤ variance w X / (4 * c) := by
  have hv := variance_nonneg w X hw0
  refine (abs_cutoffBias_le w X hw0 hw hc).trans ?_
  have h1 : √(c ^ 2 + variance w X) ≤ c + variance w X / (2 * c) := by
    rw [Real.sqrt_le_iff]
    refine ⟨by positivity, ?_⟩
    have e : (c + variance w X / (2 * c)) ^ 2
        = c ^ 2 + variance w X + (variance w X / (2 * c)) ^ 2 := by
      field_simp
      ring
    rw [e]
    exact le_add_of_nonneg_right (sq_nonneg _)
  have h2 : variance w X / (4 * c) = variance w X / (2 * c) / 2 := by
    rw [div_div]
    congr 1
    ring
  rw [h2]
  linarith
```

This is the bound in the title. Since
\[
\Bigl(c+\frac{s^2}{2c}\Bigr)^2=c^2+s^2+\Bigl(\frac{s^2}{2c}\Bigr)^2\ge c^2+s^2,
\]
we have \(\sqrt{c^2+s^2}\le c+s^2/(2c)\). Subtracting \(c\) and halving gives \(s^2/(4c)\). The extra square is positive whenever \(s>0\), so the simple bound then always leaves some room.

In a calculation, let the configurations be \(N\) stored samples, each with weight \(1/N\). With NumPy, the clipped energies are `np.clip(e, m - c, m + c)`, where `m = np.mean(e)`, and `np.var(e)` with its default settings is the matching variance. For \(c=5s\) with \(s>0\), clipping moves the sample average by at most \(s/20\). For independent samples the standard error is about \(s/\sqrt N\), so beyond 400 samples this guarantee alone no longer places the bias below the statistical error. A window centred on an earlier energy estimate does not meet the assumptions, nor does a cutoff in diffusion Monte Carlo branching weights, which alters the sampled distribution.

## Two levels that reach the sharper bound

```lean
/-- The weights `(r - c) / (2 r)` and `(r + c) / (2 r)` of the two levels. -/
def levelWeight (c r : ℝ) : Fin 2 → ℝ := ![(r - c) / (2 * r), (r + c) / (2 * r)]
```

`Fin 2` has the two elements 0 and 1, and `![..., ...]` lists a function's values on them. The weights are \(w_0=(r-c)/(2r)\) and \(w_1=(r+c)/(2r)\).

```lean
/-- The two energies `E + c + r` and `E + c - r`. -/
def levelEnergy (E c r : ℝ) : Fin 2 → ℝ := ![E + c + r, E + c - r]
```

The energies are \(X_0=E+c+r\) and \(X_1=E+c-r\). The opening example has \(c=1\) and \(r=2\).

```lean
/-- For `0 < c ≤ r ≤ 2 c` the two-level distribution is normalised, has mean `E` and variance `r² -
c²`, and the cutoff lowers its mean by `(r - c) / 2`. -/
theorem two_level (E : ℝ) {c r : ℝ} (hc : 0 < c) (h1 : c ≤ r) (h2 : r ≤ 2 * c) :
    (∀ i, 0 ≤ levelWeight c r i) ∧ ∑ i, levelWeight c r i = 1 ∧
    mean (levelWeight c r) (levelEnergy E c r) = E ∧
    variance (levelWeight c r) (levelEnergy E c r) = r ^ 2 - c ^ 2 ∧
    cutoffBias (levelWeight c r) (levelEnergy E c r) c = -((r - c) / 2) := by
  have hr : 0 < r := hc.trans_le h1
  have hr0 : r ≠ 0 := hr.ne'
  have w0 : levelWeight c r 0 = (r - c) / (2 * r) := rfl
  have w1 : levelWeight c r 1 = (r + c) / (2 * r) := rfl
  have e0 : levelEnergy E c r 0 = E + c + r := rfl
  have e1 : levelEnergy E c r 1 = E + c - r := rfl
  have hm : mean (levelWeight c r) (levelEnergy E c r) = E := by
    rw [mean, Fin.sum_univ_two, w0, w1, e0, e1]
    field_simp
    ring
  -- only the upper level is moved by the cutoff
  have c0 : clip E c (E + c + r) = E + c := by
    rw [clip, min_eq_left (by linarith), max_eq_right (by linarith)]
  have c1 : clip E c (E + c - r) = E + c - r := by
    rw [clip, min_eq_right (by linarith), max_eq_right (by linarith)]
  refine ⟨?_, ?_, hm, ?_, ?_⟩
  · rw [Fin.forall_fin_two, w0, w1]
    exact ⟨div_nonneg (by linarith) (by linarith), by positivity⟩
  · rw [Fin.sum_univ_two, w0, w1]
    field_simp
    ring
  · rw [variance, hm, Fin.sum_univ_two, w0, w1, e0, e1]
    field_simp
    ring
  · rw [cutoffBias, hm, mean, Fin.sum_univ_two, w0, w1, e0, e1, c0, c1]
    field_simp
    ring
```

The symbol `∧` means "and", so the theorem makes five claims. For \(0<c\le r\le 2c\) the weights are nonnegative and sum to one. The deviations from \(E\) are \(r+c\) and \(-(r-c)\), so their mean is
\[
\frac{(r-c)(r+c)-(r+c)(r-c)}{2r}=0,
\]
and the variance is
\[
\frac{(r-c)(r+c)^2+(r+c)(r-c)^2}{2r}=r^2-c^2 .
\]
The condition \(r\le 2c\) keeps level 1 inside the window. Only level 0 moves, down by \(r\), so the bias is \(-w_0r=-(r-c)/2\). In Lean, `c0` and `c1` evaluate the two clipped energies, while `field_simp` and `ring` clear denominators and check the algebra.

```lean
/-- For `0 < c ≤ r ≤ 2 c` the absolute cutoff bias of the two-level distribution equals the bound
`(√(c² + s²) - c) / 2`, where `s²` is the variance. -/
theorem two_level_attains (E : ℝ) {c r : ℝ} (hc : 0 < c) (h1 : c ≤ r) (h2 : r ≤ 2 * c) :
    |cutoffBias (levelWeight c r) (levelEnergy E c r) c|
      = (√(c ^ 2 + variance (levelWeight c r) (levelEnergy E c r)) - c) / 2 := by
  obtain ⟨-, -, -, hv, hb⟩ := two_level E hc h1 h2
  rw [hv, hb, abs_neg, abs_of_nonneg (by linarith), add_sub_cancel,
    Real.sqrt_sq (hc.le.trans h1)]
```

Since \(c^2+s^2=r^2\), the sharper bound equals \((r-c)/2\), which is the size of the bias just found. Setting \(r=\sqrt{c^2+s^2}\) shows that this covers every variance with \(0\le s^2\le 3c^2\).

```lean
/-- If the absolute value of the cutoff bias is at most `K s² / c` for all two-point distributions
and all cutoffs `c > 0`, then `K` is at least `1/4`. -/
theorem quarter_le_of_bound (K : ℝ)
    (h : ∀ (w X : Fin 2 → ℝ) (c : ℝ), (∀ i, 0 ≤ w i) → ∑ i, w i = 1 → 0 < c →
      |cutoffBias w X c| ≤ K * (variance w X / c)) : 1 / 4 ≤ K := by
  have step : ∀ r : ℝ, 1 < r → r ≤ 2 → 1 / 2 ≤ K * (r + 1) := by
    intro r h1 h2
    obtain ⟨p, q, -, hv, hb⟩ := two_level 0 one_pos h1.le (by linarith : r ≤ 2 * 1)
    have h3 := h _ (levelEnergy 0 1 r) 1 p q one_pos
    rw [hv, hb, abs_neg, abs_of_nonneg (by linarith), div_one] at h3
    by_contra hn
    nlinarith [mul_pos (sub_pos.2 h1) (sub_pos.2 (not_le.1 hn))]
  by_contra hK
  have hK' : K < 1 / 4 := not_le.1 hK
  have hK0 := step 2 (by norm_num) le_rfl
  -- a level parameter close enough to the cutoff violates the bound
  have h4 := step (2 - 4 * K) (by linarith) (by linarith)
  nlinarith [mul_pos (sub_pos.2 hK') (by linarith : (0 : ℝ) < 1 / 2 - K)]

end

end LocalEnergyCutoff
```

The last theorem concerns the constant in the simple bound. Suppose that \(|\text{bias}|\le K s^2/c\) for all two-point distributions and all \(c>0\). For the two-level family with \(E=0\), \(c=1\) and \(1<r\le 2\), this says
\[
\frac{r-1}{2}\le K(r^2-1),\qquad\text{hence}\qquad \frac12\le K(r+1).
\]
Letting \(r\) approach 1 gives \(K\ge 1/4\). The Lean proof replaces the limit by one well-chosen value. If \(K<1/4\), then \(r=2-4K\) is admissible: it exceeds 1, and it is at most 2 because the case \(r=2\) already forces \(K>0\). The inequality then becomes \(4(K-\tfrac14)(K-\tfrac12)\le 0\), which is false for \(K<1/4\).

```lean
#print axioms LocalEnergyCutoff.abs_cutoffBias_le_variance_div
-- 'LocalEnergyCutoff.abs_cutoffBias_le_variance_div' depends on axioms: [propext, Classical.choice, Quot.sound]
#print axioms LocalEnergyCutoff.two_level_attains
-- 'LocalEnergyCutoff.two_level_attains' depends on axioms: [propext, Classical.choice, Quot.sound]
#print axioms LocalEnergyCutoff.quarter_le_of_bound
-- 'LocalEnergyCutoff.quarter_le_of_bound' depends on axioms: [propext, Classical.choice, Quot.sound]
```

## Continuous configurations

Electron positions are continuous, and the model could have used a general probability measure in place of a finite type. The sums would become integrals, and the statement would need a measurable local energy with finite variance, a condition that holds automatically for finitely many configurations. The parabola argument would carry over, and the bound would then apply to the full distribution sampled in variational Monte Carlo as well as to a finite set of configurations.
